# At constant field, a piezoelectric series laminate's effective compliance is at most the layer average, with equality exactly when all layers share one piezoelectric coefficient

The declaration `sEff_le_mean` concerns a laminate of finitely many layers, with positive thickness fractions summing to one and positive permittivities. Its effective compliance is defined as the thickness-averaged compliance minus the thickness average of `(d - dEff)² / ε`, where `dEff` is the average of the piezoelectric coefficients `d` weighted by thickness fraction over permittivity. The theorem says that this effective compliance is at most the mean compliance, and that the two are equal exactly when all layers have the same `d`. The proof gets the inequality from the non-negativity of the subtracted term, and one direction of the equality case from the fact that a vanishing sum of non-negative terms has only zero terms. For the converse it shows that equal coefficients all equal `dEff`, so that the subtracted term is zero.

The first attempt, which Lean rejects:

```lean
import Mathlib

open Finset

namespace PiezoelectricSeriesLaminate

noncomputable section

/-- A series laminate: layer `i` has thickness fraction `w i`, compliance `s i` at constant
field, piezoelectric coefficient `d i` and permittivity `ε i` at constant stress. -/
structure Laminate (ι : Type*) [Fintype ι] where
  w : ι → ℝ
  s : ι → ℝ
  d : ι → ℝ
  ε : ι → ℝ
  w_pos : ∀ i, 0 < w i
  w_sum : ∑ i, w i = 1
  ε_pos : ∀ i, 0 < ε i

variable {ι : Type*} [Fintype ι]

/-- The thickness average of a layer quantity. -/
def Laminate.mean (L : Laminate ι) (f : ι → ℝ) : ℝ := ∑ i, L.w i * f i

/-- The effective piezoelectric coefficient, the average of `d` weighted by `w / ε`. -/
def Laminate.dEff (L : Laminate ι) : ℝ :=
  (L.mean fun i => L.d i / L.ε i) / (L.mean fun i => 1 / L.ε i)

/-- The effective compliance: the mean compliance minus the mean squared spread of the piezoelectric
coefficients about their effective value, weighted by inverse permittivity. -/
def Laminate.sEff (L : Laminate ι) : ℝ :=
  L.mean L.s - L.mean fun i => (L.d i - L.dEff) ^ 2 / L.ε i

/-- The mean inverse permittivity of a laminate is positive. -/
theorem mean_inv_eps_pos (L : Laminate ι) : 0 < L.mean fun i => 1 / L.ε i := by
  have hne : (Finset.univ : Finset ι).Nonempty := by
    rw [Finset.nonempty_iff_ne_empty]
    intro h
    have h1 := L.w_sum
    rw [h] at h1
    simp at h1
  exact Finset.sum_pos (fun i _ => mul_pos (L.w_pos i) (one_div_pos.mpr (L.ε_pos i))) hne

/-- The effective piezoelectric coefficient times the mean inverse permittivity is the mean
of `d / ε`. -/
theorem dEff_mul (L : Laminate ι) :
    L.dEff * (L.mean fun i => 1 / L.ε i) = L.mean fun i => L.d i / L.ε i :=
  div_mul_cancel₀ _ (mean_inv_eps_pos L).ne'

/-- The effective compliance is at most the mean compliance, with equality exactly when all
layers have the same piezoelectric coefficient. -/
theorem sEff_le_mean (L : Laminate ι) :
    L.sEff ≤ L.mean L.s ∧ (L.sEff = L.mean L.s ↔ ∀ i j, L.d i = L.d j) := by
  have hterm : ∀ i ∈ (Finset.univ : Finset ι),
      0 ≤ L.w i * ((L.d i - L.dEff) ^ 2 / L.ε i) := fun i _ =>
    mul_nonneg (L.w_pos i).le (div_nonneg (sq_nonneg _) (L.ε_pos i).le)
  have hV : 0 ≤ L.mean fun i => (L.d i - L.dEff) ^ 2 / L.ε i := Finset.sum_nonneg hterm
  refine ⟨by rw [Laminate.sEff]; linarith, fun h => ?_, fun h => ?_⟩
  · -- a vanishing sum of squares forces every coefficient to the effective value
    have h0 : ∑ i, L.w i * ((L.d i - L.dEff) ^ 2 / L.ε i) = 0 := by
      change (L.mean fun i => (L.d i - L.dEff) ^ 2 / L.ε i) = 0
      rw [Laminate.sEff] at h
      linarith
    have hd : ∀ i, L.d i = L.dEff := by
      intro i
      have hi := (Finset.sum_eq_zero_iff_of_nonneg hterm).mp h0 i (Finset.mem_univ i)
      have h2 := (mul_eq_zero.mp hi).resolve_left (L.w_pos i).ne'
      have h3 := (div_eq_zero_iff.mp h2).resolve_right (L.ε_pos i).ne'
      exact sub_eq_zero.mp (pow_eq_zero_iff (two_ne_zero)|>.mp h3)
    intro i j
    rw [hd i, hd j]
  · have hd : ∀ i, L.d i = L.dEff := by
      intro i
      apply mul_right_cancel₀ (mean_inv_eps_pos L).ne'
      rw [dEff_mul]
      simp only [Laminate.mean]
      rw [Finset.mul_sum]
      exact Finset.sum_congr rfl fun j _ => by rw [h j i]; ring
    have h0 : (L.mean fun i => (L.d i - L.dEff) ^ 2 / L.ε i) = 0 :=
      Finset.sum_eq_zero fun i _ => by rw [hd i]; simp
    rw [Laminate.sEff, h0, sub_zero]

end

end PiezoelectricSeriesLaminate
```

The compiler's answer:

```
Main.lean:80:43: error: Tactic `rewrite` failed: Did not find an occurrence of the pattern
  L.d i
in the target expression
  L.w i * (fun i => (L.d i - L.dEff) ^ 2 / L.ε i) i = 0

ι : Type u_1
inst✝ : Fintype ι
L : Laminate ι
hterm : ∀ i ∈ univ, 0 ≤ L.w i * ((L.d i - L.dEff) ^ 2 / L.ε i)
hV : 0 ≤ L.mean fun i => (L.d i - L.dEff) ^ 2 / L.ε i
h : ∀ (i j : ι), L.d i = L.d j
hd : ∀ (i : ι), L.d i = L.dEff
i : ι
x✝ : i ∈ univ
⊢ L.w i * (fun i => (L.d i - L.dEff) ^ 2 / L.ε i) i = 0
```

What went wrong. The error is in the last step of the converse, where each term of the subtracted average must be shown to be zero. `Finset.sum_eq_zero` sees through the definition of `Laminate.mean`, but the goal it leaves for each layer still contains a function applied to its argument, `(fun i => (L.d i - L.dEff) ^ 2 / L.ε i) i`, with the argument not yet substituted.

The tactic `rw [hd i]` looks for `L.d i` with `i` the particular layer at hand. The `L.d i` printed inside the `fun` has that function's own bound variable, which only shares the name, so there is no match and the rewrite fails.

The repair replaces `rw [hd i]; simp` with `simp [hd i]`. `simp` first carries out the substitution, which makes the layer's `L.d i` visible, and can then use `hd i` to turn it into `L.dEff`. The difference becomes zero, and with it the square, the quotient and the whole term.

The repair, with which the file compiles:

```diff
@@ -78,5 +78,5 @@
       exact Finset.sum_congr rfl fun j _ => by rw [h j i]; ring
     have h0 : (L.mean fun i => (L.d i - L.dEff) ^ 2 / L.ε i) = 0 :=
-      Finset.sum_eq_zero fun i _ => by rw [hd i]; simp
+      Finset.sum_eq_zero fun i _ => by simp [hd i]
     rw [Laminate.sEff, h0, sub_zero]
 
```
